# For every mean between 0 and K, some lowest-energy ensemble of the particle numbers 0, …, K occupies at most two of them

If the energy at a fractional mean electron number is read off the straight line between the two neighbouring integers, it can come out too high when the integer energies \(E(n)\) are not convex, and the search for the true minimum then seems to involve every particle number at once. The theorems below show that two particle numbers are still enough, for any real energies \(E(0),\dots,E(K)\) and any mean \(N\) with \(0\le N\le K\).

```lean
import Mathlib

open Finset

namespace TwoNumberEnsembles

noncomputable section

variable {K : ℕ}

/-- An ensemble of particle numbers `0, …, K` with mean particle number `N`:
nonnegative weights that sum to one and average to `N`. -/
structure IsEnsemble (N : ℝ) (p : Fin (K + 1) → ℝ) : Prop where
  nonneg : ∀ n, 0 ≤ p n
  total : ∑ n, p n = 1
  mean : ∑ n, p n * (n : ℝ) = N

/-- The ensemble energy: the average of the energies `E n` with weights `p n`. -/
def energy (E p : Fin (K + 1) → ℝ) : ℝ := ∑ n, p n * E n

/-- A ground ensemble at mean particle number `N`: no ensemble with the same mean
has lower energy. -/
def IsGround (E : Fin (K + 1) → ℝ) (N : ℝ) (p : Fin (K + 1) → ℝ) : Prop :=
  IsEnsemble N p ∧ ∀ q, IsEnsemble N q → energy E p ≤ energy E q

/-- The particle numbers that carry nonzero weight. -/
def occupied (p : Fin (K + 1) → ℝ) : Finset (Fin (K + 1)) :=
  univ.filter fun n => p n ≠ 0

/-- The mixture of particle numbers `a` and `b` with weights `1 - w` and `w`. -/
def mix (a b : Fin (K + 1)) (w : ℝ) : Fin (K + 1) → ℝ := fun n =>
  (if n = a then 1 - w else 0) + (if n = b then w else 0)

/-- The energy of a two-number mixture interpolates linearly between its two energies. -/
theorem energy_mix (E : Fin (K + 1) → ℝ) (a b : Fin (K + 1)) (w : ℝ) :
    energy E (mix a b w) = (1 - w) * E a + w * E b := by
  simp only [energy, mix, add_mul, ite_mul, zero_mul, sum_add_distrib, sum_ite_eq',
    mem_univ, if_true]

/-- For `0 ≤ w ≤ 1` the two-number mixture is an ensemble with mean `(1 - w) a + w b`. -/
theorem isEnsemble_mix (a b : Fin (K + 1)) {w : ℝ} (h0 : 0 ≤ w) (h1 : w ≤ 1) :
    IsEnsemble ((1 - w) * (a : ℝ) + w * (b : ℝ)) (mix a b w) := by
  refine ⟨fun n => ?_, ?_, energy_mix (fun n : Fin (K + 1) => (n : ℝ)) a b w⟩
  · unfold mix
    split_ifs <;> linarith
  · have h := energy_mix (fun _ => 1) a b w
    simp only [energy, mul_one] at h
    rw [h]
    ring

/-- Let `m` lie at or below every chord of `E` across `N`, evaluated at `N`, and at or below
`E N` if `N` is a particle number. Then no ensemble with mean `N` has energy below `m`. -/
theorem le_energy_of_le_chords {E : Fin (K + 1) → ℝ} {N m : ℝ}
    (h : ∀ a b : Fin (K + 1), (a : ℝ) ≤ N → N < (b : ℝ) →
      m * ((b : ℝ) - (a : ℝ)) ≤ ((b : ℝ) - N) * E a + (N - (a : ℝ)) * E b)
    (hN : ∀ n : Fin (K + 1), (n : ℝ) = N → m ≤ E n)
    {q : Fin (K + 1) → ℝ} (hq : IsEnsemble N q) : m ≤ energy E q := by
  have hdev : ∑ n, q n * ((n : ℝ) - N) = 0 := by
    simp only [mul_sub, sum_sub_distrib, ← sum_mul, hq.mean, hq.total]
    ring
  have hen : ∑ n, q n * (E n - m) = energy E q - m := by
    simp only [energy, mul_sub, sum_sub_distrib, ← sum_mul, hq.total, one_mul]
  obtain ⟨A, hA⟩ : ∃ A : Finset (Fin (K + 1)),
    A = univ.filter (fun n : Fin (K + 1) => (n : ℝ) ≤ N) := ⟨_, rfl⟩
  have memA : ∀ n, n ∈ A ↔ (n : ℝ) ≤ N := fun n => by simp [hA]
  have memB : ∀ n, n ∈ Aᶜ ↔ N < (n : ℝ) := fun n => by simp [hA]
  rw [← sum_add_sum_compl A] at hdev hen
  -- average the chord inequalities over pairs on the two sides of `N`
  have hpair : 0 ≤ ∑ a ∈ A, ∑ b ∈ Aᶜ, q a * q b *
      (((b : ℝ) - N) * (E a - m) - ((a : ℝ) - N) * (E b - m)) := by
    refine sum_nonneg fun a ha => sum_nonneg fun b hb =>
      mul_nonneg (mul_nonneg (hq.nonneg a) (hq.nonneg b)) ?_
    linarith [h a b ((memA a).1 ha) ((memB b).1 hb)]
  have hfac : ∑ a ∈ A, ∑ b ∈ Aᶜ, q a * q b *
      (((b : ℝ) - N) * (E a - m) - ((a : ℝ) - N) * (E b - m)) =
      (∑ a ∈ A, q a * (E a - m)) * (∑ b ∈ Aᶜ, q b * ((b : ℝ) - N)) -
      (∑ a ∈ A, q a * ((a : ℝ) - N)) * (∑ b ∈ Aᶜ, q b * (E b - m)) := by
    simp only [sum_mul_sum, ← sum_sub_distrib]
    exact sum_congr rfl fun a _ => sum_congr rfl fun b _ => by ring
  have hBnn : ∀ b ∈ Aᶜ, 0 ≤ q b * ((b : ℝ) - N) := fun b hb =>
    mul_nonneg (hq.nonneg b) (sub_nonneg.2 ((memB b).1 hb).le)
  rcases (sum_nonneg hBnn).lt_or_eq with hpos | hzero
  · rw [hfac, eq_neg_of_add_eq_zero_left hdev] at hpair
    have h2 : 0 ≤ energy E q - m := by
      rw [← hen]
      refine le_of_mul_le_mul_left ?_ hpos
      linarith
    linarith
  · -- no deviation: all weight sits at the integer `N`
    have hA0 : ∑ a ∈ A, q a * ((a : ℝ) - N) = 0 := by linarith
    have hAnp : ∀ a ∈ A, q a * ((a : ℝ) - N) ≤ 0 := fun a ha =>
      mul_nonpos_of_nonneg_of_nonpos (hq.nonneg a) (sub_nonpos.2 ((memA a).1 ha))
    have hterm : ∀ n, 0 ≤ q n * (E n - m) := by
      intro n
      have hn : q n * ((n : ℝ) - N) = 0 := by
        by_cases hnA : n ∈ A
        · exact (sum_eq_zero_iff_of_nonpos hAnp).1 hA0 n hnA
        · exact (sum_eq_zero_iff_of_nonneg hBnn).1 hzero.symm n (mem_compl.2 hnA)
      rcases mul_eq_zero.1 hn with h0 | h0
      · simp [h0]
      · exact mul_nonneg (hq.nonneg n) (sub_nonneg.2 (hN n (sub_eq_zero.1 h0)))
    have := add_nonneg (sum_nonneg fun n (_ : n ∈ A) => hterm n)
      (sum_nonneg fun n (_ : n ∈ Aᶜ) => hterm n)
    linarith

/-- For arbitrary energies and `0 ≤ N ≤ K`, some mixture of two particle numbers `a ≤ N ≤ b`
(possibly equal) is a ground ensemble. -/
theorem exists_ground_mix (E : Fin (K + 1) → ℝ) {N : ℝ} (h0 : 0 ≤ N) (h1 : N ≤ K) :
    ∃ (a b : Fin (K + 1)) (w : ℝ), (a : ℝ) ≤ N ∧ N ≤ (b : ℝ) ∧ IsGround E N (mix a b w) := by
  -- finitely many pairs enclose `N`, so one of them has the lowest chord
  obtain ⟨⟨a, b⟩, hs, hmin⟩ := exists_min_image
    (univ.filter fun s : Fin (K + 1) × Fin (K + 1) => (s.1 : ℝ) ≤ N ∧ N ≤ (s.2 : ℝ))
    (fun s => energy E (mix s.1 s.2 ((N - (s.1 : ℝ)) / ((s.2 : ℝ) - (s.1 : ℝ)))))
    ⟨(0, Fin.last K), mem_filter.2 ⟨mem_univ _, by simpa using h0, by simpa using h1⟩⟩
  have hab : (a : ℝ) ≤ N ∧ N ≤ (b : ℝ) := (mem_filter.1 hs).2
  obtain ⟨ha, hb⟩ := hab
  have hmin' : ∀ c d : Fin (K + 1), (c : ℝ) ≤ N → N ≤ (d : ℝ) →
      energy E (mix a b ((N - (a : ℝ)) / ((b : ℝ) - (a : ℝ)))) ≤
      energy E (mix c d ((N - (c : ℝ)) / ((d : ℝ) - (c : ℝ)))) :=
    fun c d hc hd => hmin (c, d) (mem_filter.2 ⟨mem_univ _, hc, hd⟩)
  refine ⟨a, b, (N - (a : ℝ)) / ((b : ℝ) - (a : ℝ)), ha, hb, ?_, fun q hq =>
    le_energy_of_le_chords (fun c d hc hd => ?_) (fun n hn => ?_) hq⟩
  · have hw : (N - (a : ℝ)) / ((b : ℝ) - (a : ℝ)) * ((b : ℝ) - (a : ℝ)) = N - (a : ℝ) := by
      rcases eq_or_ne ((b : ℝ) - (a : ℝ)) 0 with h | h
      · rw [h, mul_zero]
        linarith
      · exact div_mul_cancel₀ _ h
    have hens := isEnsemble_mix a b
      (div_nonneg (sub_nonneg.2 ha) (sub_nonneg.2 (ha.trans hb)))
      (div_le_one_of_le₀ (sub_le_sub_right hb _) (sub_nonneg.2 (ha.trans hb)))
    convert hens using 1
    linear_combination -hw
  · have hdc : 0 < (d : ℝ) - (c : ℝ) := by linarith
    have e := div_mul_cancel₀ (N - (c : ℝ)) hdc.ne'
    have h2 := hmin' c d hc hd.le
    rw [energy_mix E c d] at h2
    refine (mul_le_mul_of_nonneg_right h2 hdc.le).trans_eq ?_
    linear_combination (E d - E c) * e
  · have h2 := hmin' n n hn.le hn.ge
    rw [energy_mix E n n] at h2
    linarith

/-- For arbitrary energies on `0, …, K` and any mean particle number `0 ≤ N ≤ K`, some ground
ensemble occupies at most two particle numbers. -/
theorem exists_ground_card_le_two (E : Fin (K + 1) → ℝ) {N : ℝ}
    (h0 : 0 ≤ N) (h1 : N ≤ K) : ∃ p, IsGround E N p ∧ (occupied p).card ≤ 2 := by
  obtain ⟨a, b, w, -, -, hg⟩ := exists_ground_mix E h0 h1
  refine ⟨mix a b w, hg, (card_le_card (t := {a, b}) fun n hn => ?_).trans card_le_two⟩
  by_contra hne
  simp only [mem_insert, mem_singleton, not_or] at hne
  exact (mem_filter.1 hn).2 (by simp [mix, hne.1, hne.2])

/-- At a mean particle number that is not an integer, every ensemble occupies at least
two particle numbers. -/
theorem two_le_card_occupied {N : ℝ} (hN : ∀ n : ℕ, (n : ℝ) ≠ N)
    {p : Fin (K + 1) → ℝ} (hp : IsEnsemble N p) : 2 ≤ (occupied p).card := by
  by_contra hc
  obtain ⟨x, hx⟩ := card_le_one_iff_subset_singleton.1 (show (occupied p).card ≤ 1 by omega)
  have hz : ∀ n, n ≠ x → p n = 0 := fun n hn => by
    by_contra hpn
    exact hn (mem_singleton.1 (hx (mem_filter.2 ⟨mem_univ _, hpn⟩)))
  have ht : p x = 1 := by
    rw [← hp.total]
    exact (sum_eq_single x (fun n _ hn => hz n hn) (by simp)).symm
  have hm := hp.mean
  rw [sum_eq_single x (fun n _ hn => by rw [hz n hn, zero_mul]) (by simp), ht, one_mul] at hm
  exact hN x hm

end

end TwoNumberEnsembles
```

```lean
#print axioms TwoNumberEnsembles.exists_ground_card_le_two
#print axioms TwoNumberEnsembles.two_le_card_occupied
```

```
'TwoNumberEnsembles.exists_ground_card_le_two' depends on axioms: [propext, Classical.choice, Quot.sound]
'TwoNumberEnsembles.two_le_card_occupied' depends on axioms: [propext, Classical.choice, Quot.sound]
```

## An open system with a fractional mean

An atom or a fragment of a molecule that exchanges electrons with its surroundings need not hold a whole number of them on average. When the coupling to the surroundings is weak enough to be left out of the energy, its state at zero temperature can be described by probabilities \(p_n\) of finding \(n\) particles, where each \(n\) contributes its lowest energy \(E(n)\). The energy at mean particle number \(N\) is then the solution of

\[
\min_p \sum_{n=0}^{K} p_n E(n),\qquad p_n\ge 0,\quad \sum_n p_n=1,\quad \sum_n n\,p_n=N .
\]

In the Lean file, `Fin (K + 1)` is the set of particle numbers \(0,\dots,K\), and both `E` and `p` are real functions on it. The letter `N` stands for the real mean; many texts reserve it for an integer and write the fractional part separately. The three fields of `IsEnsemble N p` are the three constraints above, and `energy E p` is the sum to be minimised. `IsGround E N p` says that `p` satisfies the constraints and that no other ensemble with the same mean has lower energy. `occupied p` is the set of particle numbers with nonzero weight.

The main theorem, `exists_ground_card_le_two`, reads: for every `E` and every \(N\) with \(0\le N\le K\), there is a ground ensemble that occupies at most two particle numbers. The stronger form `exists_ground_mix` says where they lie. There are particle numbers \(a\le N\le b\), possibly equal, and a weight \(w\) such that putting \(1-w\) on \(a\) and \(w\) on \(b\) gives a ground ensemble. In the other direction, `two_le_card_occupied` says that every ensemble whose mean is not a natural number occupies at least two particle numbers. For such a mean within the range, the ground ensemble of the main theorem therefore occupies exactly two.

The word "some" is needed. If all \(E(n)\) are equal, every ensemble with the right mean is a ground ensemble, including those spread over many particle numbers.

## What convexity would add

In density functional theory, piecewise linearity usually means that the exact energy runs straight between adjacent integers. That picture uses convexity of \(E(n)\), which is not assumed here, and accordingly the theorems leave open how far apart \(a\) and \(b\) are. A small example shows that they can be two apart. Take \(K=2\) with \(E(0)=E(2)=0\) and \(E(1)=1\). At \(N=1\) every ensemble has the form \(p_0=p_2=t\), \(p_1=1-2t\) with \(0\le t\le \tfrac12\), and its energy is \(1-2t\). The only minimiser is \(t=\tfrac12\), an equal mixture of zero and two particles. Here \(E(0)+E(2)-2E(1)\) is negative, which is the case of a negative effective Hubbard \(U\).

The result bears on Hubbard and self-interaction corrections through the reference energy at fractional electron number, with which approximate functionals are compared: given a finite list of integer energies, that reference is the lowest of finitely many straight-line values.

Two steps lead from a real system to this model. One is the largest particle number \(K\): electrons on a lattice with finitely many orbitals have one, while for an atom or molecule in free space the cutoff is an assumption. The other is the reduction to the numbers \(E(n)\). For a Hamiltonian that conserves particle number, a general mixed state with probabilities \(p_n\) has energy at least \(\sum_n p_nE(n)\), with \(E(n)\) the lowest energy for \(n\) particles, and a mixture of ground states reaches this value if they exist for the occupied \(n\). The Lean statement starts after both steps, with `K` and `E` as given data.

## The lever rule gives the candidates

Let \(a\le N\le b\) with \(a<b\). A mixture of \(a\) and \(b\) with weights \(1-w\) and \(w\) has mean \((1-w)a+wb\). Setting this equal to \(N\) gives the lever rule

\[
w=\frac{N-a}{b-a},\qquad 0\le w\le 1,
\]

and the energy of the mixture is

\[
(1-w)E(a)+wE(b)=\frac{(b-N)E(a)+(N-a)E(b)}{b-a}.
\]

This is the height at \(N\) of the chord joining the points \((a,E(a))\) and \((b,E(b))\).

`mix a b w` is this mixture, written as a sum of two contributions so that the weights add up to one when \(a=b\). `energy_mix` computes its energy. `isEnsemble_mix` checks the constraints and obtains two of them from `energy_mix` itself: with the energy function \(n\mapsto n\) the formula gives the mean, and with the constant function 1 it gives the total weight.

## No ensemble lies below every chord

Suppose a number \(m\) lies at or below the height at \(N\) of every chord with \(a\le N<b\), and also \(m\le E(N)\) if \(N\) is itself one of the particle numbers. The claim of `le_energy_of_le_chords` is that every ensemble \(q\) with mean \(N\) has energy at least \(m\).

Multiplying the chord inequality by \(b-a>0\) and collecting terms gives

\[
(b-N)\,(E(a)-m)+(N-a)\,(E(b)-m)\ \ge\ 0 .
\]

Let \(A\) be the set of particle numbers \(n\le N\) and \(B\) the set of those with \(n>N\). Multiply the inequality by \(q_aq_b\ge0\) and sum over \(a\in A\) and \(b\in B\). Each double sum splits into a product:

\[
0\le \Big(\sum_{a\in A} q_a(E(a)-m)\Big)\Big(\sum_{b\in B} q_b(b-N)\Big)
+\Big(\sum_{a\in A} q_a(N-a)\Big)\Big(\sum_{b\in B} q_b(E(b)-m)\Big).
\]

Because \(q\) has mean \(N\), the deviations above and below \(N\) balance:

\[
D:=\sum_{b\in B} q_b(b-N)=\sum_{a\in A} q_a(N-a).
\]

The factor \(D\) comes out of both products, and what remains is a sum over all particle numbers:

\[
0\le D\Big(\sum_{n} q_nE(n)-m\Big).
\]

If \(D>0\), division by \(D\) gives the bound. If \(D=0\), all the terms \(q_b(b-N)\) and \(q_a(N-a)\) are nonnegative and sum to zero, so each of them vanishes. Then \(q_n=0\) unless \(n=N\). All the weight sits at the integer \(N\), and the bound follows from \(m\le E(N)\).

In Lean, `hdev` is the balance of deviations and `hen` rewrites the energy difference as a sum of \(q_n(E(n)-m)\). The set \(B\) is the complement `Aᶜ`. `hpair` is the summed inequality, and `hfac` is the factorisation, obtained from `sum_mul_sum` with `ring` for each pair. The code keeps \(a-N\) where the formulas above have \(N-a\), which accounts for its minus signs. The two cases \(D>0\) and \(D=0\) are the branches `hpos` and `hzero`.

## The lowest chord is attained

Only finitely many pairs \((a,b)\) satisfy \(a\le N\le b\), and there is at least one, namely \((0,K)\). Choose the pair whose mixture has the lowest energy and call that energy \(m\). It lies at or below every chord with \(a\le N<b\). If \(N\) is a particle number, the pair \((N,N)\) took part in the comparison, so \(m\le E(N)\) as well. By the bound just derived, no ensemble with mean \(N\) has energy below \(m\), and the chosen mixture has exactly this energy. It is therefore a ground ensemble, and it occupies no particle numbers other than \(a\) and \(b\).

The Mathlib lemma that supplies the choice is `exists_min_image`. It takes a finite set, a function into a linear order and a proof that the set is nonempty, and returns an element at which the function is smallest. Here the set consists of the pairs that enclose \(N\), the function is the energy of the lever-rule mixture, and the proof of nonemptiness is the pair `(0, Fin.last K)`. This is the one place where \(0\le N\le K\) enters. The lemma also removes the need for a compactness argument on the set of all ensembles: the minimum is taken over a finite list, and the chord bound extends it to every ensemble.

For \(a=b=N\) the lever-rule weight is \(0/0\), which Lean evaluates as 0, so `mix` returns the ensemble with all its weight at \(N\), as it should. This lets the same formula serve all pairs, including the only pair that exists when \(K=0\).

The remaining steps of `exists_ground_mix` verify that the chosen mixture has mean \(N\), through the identity `hw`, and pass the two hypotheses to the chord bound. `exists_ground_card_le_two` then counts the occupied numbers. For `two_le_card_occupied`, suppose that at most one number \(x\) is occupied. The total weight forces \(p_x=1\), so the mean equals \(x\), which contradicts the assumption that \(N\) is not a natural number.

## A mean above the largest particle number

Without the condition \(N\le K\) the main theorem is false. Take \(K=1\) and \(N=\tfrac32\). The conditions on the total and the mean force \(p_1=\tfrac32\) and \(p_0=-\tfrac12\), and the second weight is negative. No ensemble with this mean exists, so there is no ground ensemble either, whatever the energies are.
